# Under a l·s with a > 0, omitting p_z cuts the splitting of one p electron from 3a/2 to a

Suppose that a spin-orbit calculation for one p electron keeps p_x and p_y and leaves out p_z. Diagonalising the coupling a l·s in that smaller space gives two doublets separated by a. The full shell gives a quartet and a doublet separated by 3a/2. Anyone who fits a to the splitting of the full shell with the two-orbital model therefore obtains a constant that is too large by a factor 3/2.

This bears on the choice of orbital space in electronic-structure work, here for one electron in a degenerate p shell with no interaction other than a l·s. In particular, there is no ligand field that would move p_z away in energy.

```lean
import Mathlib

open Matrix
open scoped Kronecker

namespace POrbitalSpinOrbit

noncomputable section
```

The Hamiltonian is H = a l·s, where l is the orbital angular momentum and s the spin, both in units of ħ. The real number a is an energy. It stands for the strength of the spin-orbit interaction averaged over the radial function that the three p orbitals share, and it enters as a given parameter.

## The p shell and its coupling

```lean
/-- The orbital angular momentum matrices l_x, l_y, l_z (in units of ħ) in the basis
p_x, p_y, p_z. -/
def orbital : Fin 3 → Matrix (Fin 3) (Fin 3) ℂ :=
  ![!![0, 0, 0; 0, 0, -Complex.I; 0, Complex.I, 0],
    !![0, 0, Complex.I; 0, 0, 0; -Complex.I, 0, 0],
    !![0, -Complex.I, 0; Complex.I, 0, 0; 0, 0, 0]]
```

Lean counts from zero, so the type `Fin 3` has the elements 0, 1, 2. They label the components x, y, z of l and also the orbitals p_x, p_y, p_z. The notation `![...]` is a list and `!![...]` a matrix with its rows separated by semicolons. The entries follow the usual convention

(l_k)_ij = −i ε_kij,

where the i in front is the imaginary unit and ε is the antisymmetric symbol.

```lean
/-- The three Pauli matrices; the electron spin is half of them. -/
def pauli : Fin 3 → Matrix (Fin 2) (Fin 2) ℂ :=
  ![!![0, 1; 1, 0], !![0, -Complex.I; Complex.I, 0], !![1, 0; 0, -1]]
```

These are σ_x, σ_y, σ_z in the basis spin up, spin down. The spin operator is s_k = σ_k/2.

```lean
/-- The spin-orbit coupling a l·s on the six p spin-orbitals. -/
def spinOrbit (a : ℝ) : Matrix (Fin 3 × Fin 2) (Fin 3 × Fin 2) ℂ :=
  (a : ℂ) • ∑ k, orbital k ⊗ₖ ((1 / 2 : ℂ) • pauli k)
```

A spin-orbital is a pair (orbital, spin), hence the index type `Fin 3 × Fin 2` with six elements. The symbol `⊗ₖ` is the Kronecker product and `•` is multiplication by a number. The definition reads

H = a Σ_k l_k ⊗ (σ_k/2).

```lean
/-- The rows and columns of a l·s that belong to the p orbitals listed by `f`, with both spin
directions. If the listed orbitals are distinct, this is the compression of a l·s to them. -/
def restricted (a : ℝ) {n : ℕ} (f : Fin n → Fin 3) :
    Matrix (Fin n × Fin 2) (Fin n × Fin 2) ℂ :=
  (spinOrbit a).submatrix (Prod.map f id) (Prod.map f id)
```

The function `f` lists the retained orbitals: position i in the list holds the orbital f(i). The matrix `restricted a f` takes from H the rows and columns that belong to these orbitals, with both spin directions. If the orbitals in the list are distinct, this is PHP on the retained space, with P the projector onto it. The omitted orbitals are absent from the state space and have no indirect effect through perturbation theory.

```lean
/-- The energy levels of a matrix: its real eigenvalues. -/
def levels {n : Type*} [Fintype n] (M : Matrix n n ℂ) : Set ℝ :=
  {E | ∃ v : n → ℂ, v ≠ 0 ∧ M *ᵥ v = (E : ℂ) • v}
```

A real number E is a level of M if some nonzero vector v satisfies M v = E v. The symbol `*ᵥ` applies a matrix to a vector. The set records which energies occur, not how often.

```lean
/-- The splitting: highest level minus lowest level, for a matrix that has levels. -/
def splitting {n : Type*} [Fintype n] (M : Matrix n n ℂ) : ℝ :=
  sSup (levels M) - sInf (levels M)
```

The splitting is the highest level minus the lowest, written with supremum and infimum. For the two-element sets below, these are the maximum and the minimum.

## Spin-orbit blocks as products of Pauli matrices

```lean
/-- Each Pauli matrix squares to the identity. -/
theorem pauli_sq (k : Fin 3) : pauli k * pauli k = 1 := by
  ext i j
  fin_cases k <;> fin_cases i <;> fin_cases j <;>
    simp [pauli, Matrix.mul_apply, Fin.sum_univ_succ]
```

This is σ_k² = 1 for each k. `fin_cases` runs through the three matrices and their entries, and `simp` evaluates each one.

```lean
/-- Between the p orbitals i and j, the coupling a l·s acts on the spin as
(a/2)(δ_ij - σ_i σ_j). -/
theorem spinOrbit_apply (a : ℝ) (i j : Fin 3) (s t : Fin 2) :
    spinOrbit a (i, s) (j, t) =
      (a : ℂ) / 2 * ((if i = j ∧ s = t then 1 else 0) - (pauli i * pauli j) s t) := by
  have h : ∑ k, orbital k i j * ((1 / 2 : ℂ) * pauli k s t) =
      1 / 2 * ((if i = j ∧ s = t then 1 else 0) - (pauli i * pauli j) s t) := by
    fin_cases i <;> fin_cases j <;> fin_cases s <;> fin_cases t <;>
      simp [orbital, pauli, Matrix.mul_apply, Fin.sum_univ_succ] <;>
      ring_nf <;> simp only [Complex.I_sq] <;> ring
  simp only [spinOrbit, Matrix.smul_apply, Matrix.sum_apply, Matrix.kroneckerMap_apply,
    smul_eq_mul, h]
  ring
```

Here i and j are orbitals, while s and t are spin labels. By hand, insert the entries of l_k:

(l·s)_ij = Σ_k (−i ε_kij) σ_k/2.

The product rule for Pauli matrices is

σ_i σ_j = δ_ij + i Σ_k ε_ijk σ_k.

Since ε_kij = ε_ijk, the sum in the first line is −(σ_i σ_j − δ_ij)/2, and so

H_ij = (a/2)(δ_ij − σ_i σ_j).

Each H_ij is a 2 × 2 matrix acting on the spin. In Lean, the condition `i = j ∧ s = t` supplies the entries of δ_ij times the unit matrix. The auxiliary statement `h` is the same identity without the factor a, and it is proved by computing all 36 entries instead of using the product rule.

```lean
/-- The compressed coupling is Hermitian for every choice of retained orbitals. -/
theorem restricted_isHermitian (a : ℝ) {n : ℕ} (f : Fin n → Fin 3) :
    (restricted a f).IsHermitian := by
  have ho : ∀ k i j, (starRingEnd ℂ) (orbital k j i) = orbital k i j := by
    intro k i j
    fin_cases k <;> fin_cases i <;> fin_cases j <;> simp [orbital]
  have hp : ∀ k s t, (starRingEnd ℂ) (pauli k t s) = pauli k s t := by
    intro k s t
    fin_cases k <;> fin_cases s <;> fin_cases t <;> simp [pauli]
  apply Matrix.IsHermitian.ext
  rintro ⟨i, s⟩ ⟨j, t⟩
  simp [restricted, spinOrbit, Matrix.sum_apply, ho, hp]
```

The matrices l_k and σ_k are Hermitian, which `ho` and `hp` check entry by entry. Their Kronecker products are then Hermitian, and so is the sum multiplied by the real number a. Selecting the same rows as columns preserves this.

The matrix can therefore be diagonalised with real eigenvalues. It follows by ordinary linear algebra that the multiplicity of a root of the characteristic determinant is the degeneracy of the level.

## The determinant for m + 1 retained orbitals

```lean
/-- If m + 1 distinct p orbitals are retained, the characteristic determinant of the
compressed coupling is (x - a/2)^(2m) (x + m a/2)^2. -/
theorem det_restricted (a : ℝ) {m : ℕ} (f : Fin (m + 1) → Fin 3)
    (hf : Function.Injective f) (x : ℂ) :
    (x • (1 : Matrix (Fin (m + 1) × Fin 2) (Fin (m + 1) × Fin 2) ℂ) - restricted a f).det =
      (x - a / 2) ^ (2 * m) * (x + m * a / 2) ^ 2 := by
  -- the retained Pauli matrices, stacked in a column and in a row
  let B : Matrix (Fin (m + 1) × Fin 2) (Fin 2) ℂ := Matrix.of fun p u => pauli (f p.1) p.2 u
  let R : Matrix (Fin 2) (Fin (m + 1) × Fin 2) ℂ := Matrix.of fun u q => pauli (f q.1) u q.2
  have hH : restricted a f = ((a : ℂ) / 2) • (1 - B * R) := by
    ext ⟨i, s⟩ ⟨j, t⟩
    change spinOrbit a (f i, s) (f j, t) = _
    rw [spinOrbit_apply]
    simp [B, R, Matrix.mul_apply, Matrix.one_apply, hf.eq_iff]
  have hRB : R * B = ((m : ℂ) + 1) • (1 : Matrix (Fin 2) (Fin 2) ℂ) := by
    ext u v
    have h : ∀ j, ∑ t, pauli (f j) u t * pauli (f j) t v =
        (1 : Matrix (Fin 2) (Fin 2) ℂ) u v := fun j => by
      rw [← Matrix.mul_apply, pauli_sq]
    simp only [Matrix.mul_apply, Fintype.sum_prod_type, R, B, Matrix.of_apply, h]
    simp
  -- both sides are continuous in x, so x = a/2 may be left out
  refine congrFun (Continuous.ext_on (dense_compl_singleton ((a : ℂ) / 2))
    (f := fun x : ℂ => (x • (1 : Matrix (Fin (m + 1) × Fin 2) (Fin (m + 1) × Fin 2) ℂ)
      - restricted a f).det)
    (g := fun x : ℂ => (x - a / 2) ^ (2 * m) * (x + m * a / 2) ^ 2)
    (Continuous.matrix_det (by fun_prop)) (by fun_prop) ?_) x
  intro y hy
  have hy0 : y - (a : ℂ) / 2 ≠ 0 := sub_ne_zero.mpr hy
  obtain ⟨c, hc⟩ : ∃ c : ℂ, (y - (a : ℂ) / 2) * c = (a : ℂ) / 2 :=
    ⟨(a : ℂ) / 2 / (y - (a : ℂ) / 2), mul_div_cancel₀ _ hy0⟩
  have hfac : y • (1 : Matrix (Fin (m + 1) × Fin 2) (Fin (m + 1) × Fin 2) ℂ)
      - restricted a f = (y - (a : ℂ) / 2) • (1 + (c • B) * R) := by
    rw [hH, Matrix.smul_mul, smul_add, smul_smul, hc]
    module
  have hd : (1 + c • (((m : ℂ) + 1) • (1 : Matrix (Fin 2) (Fin 2) ℂ))).det =
      (1 + c * ((m : ℂ) + 1)) ^ 2 := by
    rw [Matrix.det_fin_two]
    simp
    ring
  have he : y + m * a / 2 = (y - (a : ℂ) / 2) * (1 + c * ((m : ℂ) + 1)) := by
    linear_combination (-(m : ℂ) - 1) * hc
  -- exchange the order of the factors to reach a 2 × 2 determinant
  change (y • (1 : Matrix (Fin (m + 1) × Fin 2) (Fin (m + 1) × Fin 2) ℂ)
    - restricted a f).det = (y - a / 2) ^ (2 * m) * (y + m * a / 2) ^ 2
  rw [hfac, Matrix.det_smul, Matrix.det_one_add_mul_comm, Matrix.mul_smul, hRB, hd, he,
    Fintype.card_prod, Fintype.card_fin, Fintype.card_fin]
  ring
```

The number of retained orbitals is m + 1. The hypothesis `hf` says that f is injective, meaning that no orbital is listed twice. As there are only three orbitals, m is 0, 1 or 2. The theorem states, for every complex x,

det(x − H_f) = (x − a/2)^(2m) (x + m a/2)²,

where H_f is the compressed matrix.

For the derivation, stack the retained Pauli matrices in a column B, of size 2(m + 1) × 2, and place them side by side in a row R, of size 2 × 2(m + 1). The block of BR at positions i and j is σ_f(i) σ_f(j). The previous formula for the blocks becomes

H_f = (a/2)(1 − BR).

This is `hH`. It uses injectivity, because the Kronecker delta between the orbitals f(i) and f(j) must equal the one between the positions i and j. In the opposite order, the product is a sum of squares:

RB = Σ_i σ_f(i)² = (m + 1) 1.

This is `hRB`, and it rests on `pauli_sq`.

Now take y ≠ a/2 and set c = (a/2)/(y − a/2). Then

y − H_f = (y − a/2) + (a/2) BR = (y − a/2)(1 + c BR),

which is `hfac`. The matrix has 2(m + 1) rows, so the scalar factor leaves the determinant with that power. The identity det(1 + cBR) = det(1 + cRB), in Lean `Matrix.det_one_add_mul_comm`, then leaves a 2 × 2 determinant:

det(y − H_f) = (y − a/2)^(2m+2) det(1 + c(m + 1) 1) = (y − a/2)^(2m+2) (1 + c(m + 1))².

The last determinant is `hd`. Two of the factors y − a/2 combine with the square, since

(y − a/2)(1 + c(m + 1)) = y − a/2 + (m + 1)a/2 = y + m a/2.

That is `he`, and the formula follows for y ≠ a/2. Both sides are continuous in x, and two continuous functions that agree everywhere except at one point of the complex plane agree there too. In the file, this argument comes directly after `hH` and `hRB`: `Continuous.ext_on` reduces the claim to the points y ≠ a/2, and the rest of the algebra follows.

## Levels and splittings

```lean
/-- If m + 1 distinct p orbitals are retained, with m ≥ 1, the levels are a/2 and -m a/2. -/
theorem levels_restricted (a : ℝ) {m : ℕ} (hm : m ≠ 0) (f : Fin (m + 1) → Fin 3)
    (hf : Function.Injective f) : levels (restricted a f) = {a / 2, -(m * a / 2)} := by
  ext E
  have key : ∀ v, ((E : ℂ) • (1 : Matrix (Fin (m + 1) × Fin 2) (Fin (m + 1) × Fin 2) ℂ)
      - restricted a f) *ᵥ v = (E : ℂ) • v - restricted a f *ᵥ v := fun v => by
    rw [Matrix.sub_mulVec, Matrix.smul_mulVec, Matrix.one_mulVec]
  have hdet : E ∈ levels (restricted a f) ↔
      ((E : ℂ) • (1 : Matrix (Fin (m + 1) × Fin 2) (Fin (m + 1) × Fin 2) ℂ)
        - restricted a f).det = 0 := by
    rw [← Matrix.exists_mulVec_eq_zero_iff]
    constructor
    · rintro ⟨v, hv, h⟩
      exact ⟨v, hv, by rw [key, h, sub_self]⟩
    · rintro ⟨v, hv, h⟩
      rw [key] at h
      exact ⟨v, hv, (sub_eq_zero.mp h).symm⟩
  rw [hdet, det_restricted a f hf, mul_eq_zero, pow_eq_zero_iff (by omega),
    pow_eq_zero_iff (by norm_num), Set.mem_insert_iff, Set.mem_singleton_iff]
  norm_cast
  rw [sub_eq_zero, add_eq_zero_iff_eq_neg]
```

For two or three retained orbitals, the levels are exactly a/2 and −m a/2. The equation H_f v = E v has a nonzero solution precisely when det(E − H_f) = 0, which is `hdet`. By the determinant formula, this means

(E − a/2)^(2m) (E + m a/2)² = 0,

so one of the two factors vanishes. The hypothesis `hm`, m ≠ 0, makes the first exponent positive. With a single orbital, the first factor is 1 and the matrix is zero, so the only level is 0. The step `norm_cast` turns the resulting equations between complex numbers into equations between real ones.

```lean
/-- For a > 0 and at least two distinct retained p orbitals, the splitting is a/2 times
the number m + 1 of retained orbitals. -/
theorem splitting_restricted {a : ℝ} (ha : 0 < a) {m : ℕ} (hm : m ≠ 0)
    (f : Fin (m + 1) → Fin 3) (hf : Function.Injective f) :
    splitting (restricted a f) = (m + 1) * a / 2 := by
  have h : -((m : ℝ) * a / 2) ≤ a / 2 := by
    have : 0 ≤ (m : ℝ) * a / 2 := by positivity
    linarith
  rw [splitting, levels_restricted a hm f hf, csSup_pair, csInf_pair,
    sup_eq_left.mpr h, inf_eq_right.mpr h]
  ring
```

For a > 0, the upper level is a/2 and the lower one −m a/2. Their difference is

a/2 + m a/2 = (m + 1) a/2,

that is, a/2 for each retained orbital. The statement `h` establishes the order of the levels, after which the supremum and infimum can be read off. For negative a the order is reversed, and this formula would give a negative splitting.

```lean
/-- For a > 0, a l·s on the p shell has the eigenvalues a/2 (fourfold) and -a (twofold), and
its compression to p_x, p_y has a/2 and -a/2 (each twofold), as roots of the characteristic
determinant; the splitting is 3a/2 in the full shell and a without p_z. -/
theorem omitting_pz_reduces_splitting {a : ℝ} (ha : 0 < a) :
    (∀ x : ℂ, (x • 1 - spinOrbit a).det = (x - a / 2) ^ 4 * (x + a) ^ 2) ∧
    (∀ x : ℂ, (x • 1 - restricted a ![0, 1]).det = (x - a / 2) ^ 2 * (x + a / 2) ^ 2) ∧
    splitting (spinOrbit a) = 3 * a / 2 ∧ splitting (restricted a ![0, 1]) = a := by
  have hfull : spinOrbit a = restricted a (id : Fin (2 + 1) → Fin 3) := rfl
  have hinj : Function.Injective (![0, 1] : Fin (1 + 1) → Fin 3) := by decide
  refine ⟨fun x => ?_, fun x => ?_, ?_, ?_⟩
  · rw [hfull]
    refine (det_restricted a (m := 2) id Function.injective_id x).trans ?_
    push_cast
    ring
  · refine (det_restricted a (m := 1) ![0, 1] hinj x).trans ?_
    push_cast
    ring
  · rw [hfull]
    refine (splitting_restricted ha (m := 2) two_ne_zero id Function.injective_id).trans ?_
    push_cast
    ring
  · refine (splitting_restricted ha (m := 1) one_ne_zero ![0, 1] hinj).trans ?_
    push_cast
    ring

end

end POrbitalSpinOrbit
```

The symbol `∧` means "and", so the theorem has four parts. For all complex x, the two determinants are

det(x − H) = (x − a/2)⁴ (x + a)²,

det(x − H_xy) = (x − a/2)² (x + a/2)²,

where H_xy is the compression to p_x and p_y, written `restricted a ![0, 1]`. The other two parts give the splittings 3a/2 for the full shell and a for the two orbitals.

All four come from the general formulas. The full shell is the case m = 2 with f the identity, and `hfull` records that H is then its own compression. The pair p_x, p_y is the case m = 1, and `hinj` confirms that its two orbitals are distinct. What remains in each part is to insert the value of m and simplify.

The smaller case can also be seen directly. The matrices l_x and l_y have nonzero entries only between p_z and another orbital, so within p_x and p_y only a l_z s_z survives. There l_z has the eigenvalues ±1 and s_z has ±1/2, which gives a/2 twice and −a/2 twice. Compared with the full shell, the upper level stays at a/2 with two states instead of four, and the lower doublet rises from −a to −a/2.

```lean
#print axioms POrbitalSpinOrbit.restricted_isHermitian
#print axioms POrbitalSpinOrbit.omitting_pz_reduces_splitting
```

```
'POrbitalSpinOrbit.restricted_isHermitian' depends on axioms: [propext, Classical.choice, Quot.sound]
'POrbitalSpinOrbit.omitting_pz_reduces_splitting' depends on axioms: [propext, Classical.choice, Quot.sound]
```
